# A preconditioner that exchanges an even and an odd level brings the odd level into the Davidson search space of a three-level model

The model is a real 3 × 3 Hamiltonian in which two levels are coupled and a third stands apart at energy -5; a parity is even on the first two levels and odd on the third. The declaration `symmetry_breaking_preconditioner` states that the matrix exchanging the last two levels does not commute with this parity. It also states that, with this matrix as preconditioner, one Davidson step from the normalised even vector (1, 0, 0), with energy shift 0, gives a search space containing the odd vector (0, 0, 1). The attempt compares one entry of the two matrix products for the first part, and for the second computes the preconditioned residual and shows that it lies in the enlarged space.

As first written in Lean, the proof fails:

```lean
import Mathlib

open Matrix

namespace SymmetryBreakingPreconditioner

variable {𝕜 n : Type*} [RCLike 𝕜] [Fintype n] [DecidableEq n]

/-- The Davidson search spaces: `V₀` is spanned by the start vector `v`, and `V_(j+1)` is `V_j`
enlarged by the preconditioned residual `K_j (H - θ_j) u_j`. -/
def searchSpace (H : Matrix n n 𝕜) (K : ℕ → Matrix n n 𝕜) (θ : ℕ → 𝕜) (u : ℕ → n → 𝕜)
    (v : n → 𝕜) : ℕ → Submodule 𝕜 (n → 𝕜)
  | 0 => Submodule.span 𝕜 {v}
  | j + 1 => searchSpace H K θ u v j ⊔
      Submodule.span 𝕜 {K j *ᵥ ((H - θ j • (1 : Matrix n n 𝕜)) *ᵥ u j)}

/-- A three-level Hamiltonian: two coupled levels and a separate level at energy `-5`. -/
def modelH : Matrix (Fin 3) (Fin 3) ℝ := !![0, 1, 0; 1, 0, 0; 0, 0, -5]

/-- A parity that is even on the first two levels and odd on the third. -/
def modelS : Matrix (Fin 3) (Fin 3) ℝ := !![1, 0, 0; 0, 1, 0; 0, 0, -1]

/-- In the three-level model, a preconditioner that exchanges the last two levels does not commute
with the parity, and the first Davidson step from the even start vector brings the odd level
into the search space. -/
theorem symmetry_breaking_preconditioner :
    !![1, 0, 0; 0, 0, 1; 0, 1, 0] * modelS ≠ modelS * !![1, 0, 0; 0, 0, 1; 0, 1, 0] ∧
    ![0, 0, 1] ∈ searchSpace modelH (fun _ => !![1, 0, 0; 0, 0, 1; 0, 1, 0]) (fun _ => 0)
      (fun _ => ![1, 0, 0]) ![1, 0, 0] 1 := by
  constructor
  · intro h
    have h12 := congrFun (congrFun h 1) 2
    norm_num [modelS, Matrix.mul_apply, Fin.sum_univ_succ] at h12
  · have h : !![1, 0, 0; 0, 0, 1; 0, 1, 0] *ᵥ ((modelH - (0 : ℝ) • 1) *ᵥ ![1, 0, 0])
        = ![0, 0, 1] := by
      ext i
      fin_cases i <;> simp [modelH, Matrix.mulVec, dotProduct, Fin.sum_univ_succ]
    rw [show (1 : ℕ) = 0 + 1 from rfl, searchSpace]
    exact Submodule.mem_sup_right
      (Submodule.mem_span_singleton.mpr ⟨1, by rw [one_smul]; exact h⟩)

end SymmetryBreakingPreconditioner
```

Lean reports:

```
Main.lean:31:2: error: unsolved goals
case left
h : !![1, 0, 0; 0, 0, 1; 0, 1, 0] * modelS = modelS * !![1, 0, 0; 0, 0, 1; 0, 1, 0]
h12 : ![0, 0, -1] 2 = ![0, 0, 1] 2
⊢ False
Main.lean:38:8: error: Tactic `rewrite` failed: motive is not type correct:
  fun _a =>
    ![0, 0, 1] ∈
      searchSpace modelH (fun x => !![1, 0, 0; 0, 0, 1; 0, 1, 0]) (fun x => 0) (fun x => ![1, 0, 0]) ![1, 0, 0] _a
Error: Application type mismatch: The argument
  ![0]
has type
  Fin (Nat.succ 0) → ℝ
but is expected to have type
  Fin _a → ℝ
in the application
  ![0, 0]

Explanation: The rewrite tactic rewrites an expression 'e' using an equality 'a = b' by the following process. First, it looks for all 'a' in 'e'. Second, it tries to abstract these occurrences of 'a' to create a function 'm := fun _a => ...', called the *motive*, with the property that 'm a' is definitionally equal to 'e'. Third, we observe that 'congrArg' implies that 'm a = m b', which can be used with lemmas such as 'Eq.mpr' to change the goal. However, if 'e' depends on specific properties of 'a', then the motive 'm' might not typecheck.

Possible solutions: use rewrite's 'occs' configuration option to limit which occurrences are rewritten, or use 'simp' or 'conv' mode, which have strategies for certain kinds of dependencies (these tactics can handle proofs and 'Decidable' instances whose types depend on the rewritten term, and 'simp' can apply user-defined '@[congr]' theorems as well).

case right
h : !![1, 0, 0; 0, 0, 1; 0, 1, 0] *ᵥ (modelH - 0 • 1) *ᵥ ![1, 0, 0] = ![0, 0, 1]
⊢ ![0, 0, 1] ∈
    searchSpace modelH (fun x => !![1, 0, 0; 0, 0, 1; 0, 1, 0]) (fun x => 0) (fun x => ![1, 0, 0]) ![1, 0, 0] 1
```

Cause. In the first error, `norm_num` reduces `h12` to `![0, 0, -1] 2 = ![0, 0, 1] 2` but leaves the two vector lookups unevaluated, so it finds no contradiction and `False` remains to be proved. The new `change` restates `h12` as `(-1 : ℝ) = 1`, which is the same by definition, and the last `norm_num` refutes it. Using `simp` in place of the first `norm_num` and adding the comment are mere tidying.

In the second error, `rw` tries to replace every natural number `1` in the goal by `0 + 1`. This `1` is the step number of `searchSpace`, but it also occurs as a hidden length inside vectors such as `![0, 0]`. With that length made a variable, the tail `![0]` no longer has the expected type, so the motive is not type correct. The new `change` rewrites nothing: it lets Lean unfold `searchSpace` at step 1 by definition into a sum (`⊔`) of the old space and the span of the new vector, the form that `Submodule.mem_sup_right` needs.

The change, after which it compiles:

```diff
@@ -31,10 +31,13 @@
   · intro h
     have h12 := congrFun (congrFun h 1) 2
-    norm_num [modelS, Matrix.mul_apply, Fin.sum_univ_succ] at h12
+    simp [modelS, Matrix.mul_apply, Fin.sum_univ_succ] at h12
+    -- the two products differ in the sign of this entry
+    change (-1 : ℝ) = 1 at h12
+    norm_num at h12
   · have h : !![1, 0, 0; 0, 0, 1; 0, 1, 0] *ᵥ ((modelH - (0 : ℝ) • 1) *ᵥ ![1, 0, 0])
         = ![0, 0, 1] := by
       ext i
       fin_cases i <;> simp [modelH, Matrix.mulVec, dotProduct, Fin.sum_univ_succ]
-    rw [show (1 : ℕ) = 0 + 1 from rfl, searchSpace]
+    change _ ∈ _ ⊔ Submodule.span ℝ {_}
     exact Submodule.mem_sup_right
       (Submodule.mem_span_singleton.mpr ⟨1, by rw [one_smul]; exact h⟩)
```
